# A defect with quadratic charging energy has successive transition levels spaced by U

The charge $q$ of the defect ranges here over all integers, positive and negative, with no largest or smallest value. A real defect has only a few accessible charge states, and a calculation usually covers a short list of them. With every integer admitted, "stable" means lowest among infinitely many competitors, and no charge needs special treatment for sitting at the end of a list. The energies themselves are then a function from the integers to the real numbers. Some of the results below hold for any such function; the others use the quadratic form

$$E_q = E_0 + a\,q + \tfrac12 U q^2 .$$

For this form with $U>0$, charge $q$ has the lowest value of $E_q + q\mu$, the energy that counts the electrons exchanged with a reservoir at Fermi level $\mu$, exactly when $|q + (a+\mu)/U| \le \tfrac12$.

```lean
import Mathlib

namespace DefectTransitionLevels

noncomputable section
```

## Energies, reservoir and transition levels

In the quadratic form, $E_0$ is the energy of the neutral defect, $a$ is the coefficient of the term linear in charge, and $U$ is the curvature. All three are real numbers with the dimension of energy, while $q$ is a pure number, the charge in units of the elementary charge. The curvature stands for the net cost of piling charge onto one site: the Coulomb repulsion between localized carriers, reduced by screening and by the relaxation of the surrounding lattice. That one constant $U$ serves every charge state is an assumption of the model, as is the quadratic form itself.

In Lean the charge has type `ℤ`, and it is converted to a real number wherever it enters the arithmetic.

```lean
/-- The quadratic energy `E0 + a q + U q² / 2` of a defect in charge state `q`. -/
def quadEnergy (E0 a U : ℝ) (q : ℤ) : ℝ := E0 + a * q + U * (q : ℝ) ^ 2 / 2
```

A defect of charge $q$ has given $q$ electrons to the reservoir, or taken $|q|$ from it if $q$ is negative. Each electron in the reservoir counts with the energy $\mu$, the Fermi level. The quantity to compare between charge states, called the grand energy below, is therefore

$$G_\mu(q) = E_q + q\,\mu .$$

This fixes the sign convention: raising $\mu$ penalizes positive charges. The zero of $\mu$ is free, since a shift of the reference can be absorbed in $a$. Here $\mu$ is any real number and is not confined to a band gap. The definition takes the energy function `E` as an argument, so it serves arbitrary energies as well as the quadratic ones.

```lean
/-- The energy of charge state `q` when electrons are exchanged with a reservoir
at Fermi level `mu`. -/
def grandEnergy (E : ℤ → ℝ) (mu : ℝ) (q : ℤ) : ℝ := E q + q * mu
```

Charge $q$ is stable at $\mu$ if $G_\mu(q) \le G_\mu(p)$ for every integer $p$. The inequality is not strict, so two charges can be stable at the same Fermi level. This is an energetic criterion at fixed $\mu$; it contains no temperature, no entropy and no barrier between charge states.

```lean
/-- Charge `q` is stable at Fermi level `mu` if no integer charge has a lower grand energy. -/
def IsStable (E : ℤ → ℝ) (mu : ℝ) (q : ℤ) : Prop :=
  ∀ p : ℤ, grandEnergy E mu q ≤ grandEnergy E mu p
```

The transition level between charges $p$ and $q$ is the energy difference divided by the charge difference,

$$\epsilon(p,q) = \frac{E_p - E_q}{q - p} .$$

In Lean this is `level E p q`, with the arguments in the same order.

```lean
/-- The transition level between charges `p` and `q`: energy difference over
charge difference. -/
def level (E : ℤ → ℝ) (p q : ℤ) : ℝ := (E p - E q) / ((q : ℝ) - p)
```

The formula deserves its name if it gives the Fermi level at which the two states are degenerate. Setting $E_p + p\mu = E_q + q\mu$ and collecting the terms in $\mu$ gives

$$\mu\,(q-p) = E_p - E_q ,$$

and for $p \ne q$ one may divide by $q-p$. The degeneracy therefore occurs at $\mu = \epsilon(p,q)$ and nowhere else. The Lean proof first shows that $q-p$ is nonzero as a real number, then multiplies out the fraction with `eq_div_iff`; `linarith` handles the rearrangement in both directions.

```lean
/-- Two different charge states have equal grand energy exactly when the Fermi level
is at their transition level. -/
theorem grandEnergy_eq_iff (E : ℤ → ℝ) (mu : ℝ) {p q : ℤ} (hpq : p ≠ q) :
    grandEnergy E mu p = grandEnergy E mu q ↔ mu = level E p q := by
  have hd : (q : ℝ) - p ≠ 0 := sub_ne_zero.mpr (by exact_mod_cast hpq.symm)
  unfold grandEnergy level
  rw [eq_div_iff hd]
  constructor <;> intro h <;> linarith
```

## The spacing is a second difference

For neighbouring charges the denominator is $q-(q+1) = -1$, so

$$\epsilon(q+1,q) = -(E_{q+1} - E_q) = E_q - E_{q+1} .$$

```lean
/-- The transition level between `q + 1` and `q` is the energy difference of the two states. -/
theorem level_succ (E : ℤ → ℝ) (q : ℤ) : level E (q + 1) q = E q - E (q + 1) := by
  unfold level
  have h : (q : ℝ) - ((q + 1 : ℤ) : ℝ) = -1 := by push_cast; ring
  rw [h]
  ring
```

Two such levels border on charge $q$: the one shared with $q+1$ and the one shared with $q-1$. Replacing $q$ by $q-1$ in the last formula gives $\epsilon(q,q-1) = E_{q-1} - E_q$. Subtracting,

$$\epsilon(q,q-1) - \epsilon(q+1,q) = E_{q+1} + E_{q-1} - 2E_q .$$

Nothing has been assumed about the energies. The right-hand side is the discrete curvature of $E$ at $q$, and it plays the part of an effective $U$ for that charge state. The Lean proof applies `level_succ` twice, once at $q-1$ and once at $q$.

```lean
/-- For any charge-state energies, the spacing of the two transition levels adjacent to `q`
is the second difference of the energy at `q`. -/
theorem level_spacing (E : ℤ → ℝ) (q : ℤ) :
    level E q (q - 1) - level E (q + 1) q = E (q + 1) + E (q - 1) - 2 * E q := by
  have h := level_succ E (q - 1)
  rw [sub_add_cancel] at h
  rw [h, level_succ]
  ring
```

For the quadratic energy the constant $E_0$ and the linear term drop out of the second difference, which leaves

$$\tfrac12 U\left[(q+1)^2 + (q-1)^2 - 2q^2\right] = \tfrac12 U \cdot 2 = U .$$

The levels are thus evenly spaced, and for $U>0$ they move down in energy as the charge becomes more positive. The identity itself holds for either sign of $U$, and the theorem accordingly has no hypothesis on it.

```lean
/-- In the quadratic model, successive transition levels are spaced by `U`. -/
theorem quad_level_spacing (E0 a U : ℝ) (q : ℤ) :
    level (quadEnergy E0 a U) q (q - 1) - level (quadEnergy E0 a U) (q + 1) q = U := by
  rw [level_spacing]
  unfold quadEnergy
  push_cast
  ring
```

## Which charge is stable

Let $x = (a+\mu)/U$ and $y = q + x$, and compare $q$ with another charge $p = q + d$, where $d$ is an integer. The constant $E_0$ cancels, and

$$
\begin{aligned}
G_\mu(p) - G_\mu(q) &= (a+\mu)(p-q) + \tfrac12 U (p^2 - q^2)\\
&= U d\left[x + \tfrac12(p+q)\right]\\
&= U d\left[x + q + \tfrac12 d\right]\\
&= \tfrac12 U\, d\,(d + 2y) .
\end{aligned}
$$

Suppose first that $q$ is stable. For $d=1$ the difference is $\tfrac12 U(1+2y)$, and since it is not negative and $U>0$, we get $y \ge -\tfrac12$. For $d=-1$ it is $\tfrac12 U(1-2y)$, which gives $y \le \tfrac12$. Together these say $|y| \le \tfrac12$.

Now suppose that $|y| \le \tfrac12$, so that $-1 \le 2y \le 1$. An integer $d$ is either zero, at least $1$, or at most $-1$.

- If $d = 0$, the product $d(d+2y)$ vanishes.
- If $d \ge 1$, then $d + 2y \ge 0$, and both factors are nonnegative.
- If $d \le -1$, then $d + 2y \le 0$, and both factors are nonpositive.

In every case the difference is nonnegative, so no charge lies below $q$. This is where the integrality of charge enters: a fractional $d$ between $0$ and $-2y$ would make the product negative. It also follows that comparison with the two neighbours already decides stability against all integers.

The Lean proof has the same parts. The factorization is `key`, obtained by `linear_combination` from the relation $a + \mu = xU$. In the forward direction, `h1` and `h2` are the factorization at the two neighbours, and `h3` and `h4` are the stability inequalities there. Each bound is proved by contradiction: if it failed, the gap multiplied by $U$ would be positive, against the stability inequality. In the reverse direction, `lt_trichotomy` separates the three cases, and the strict inequality between integers is sharpened to a difference of at least one before it is used for real numbers.

```lean
/-- In the quadratic model with `U > 0`, charge `q` minimizes the grand energy over all
integer charges exactly when `q` is within one half of `-(a + mu) / U`. -/
theorem isStable_iff (E0 a mu : ℝ) {U : ℝ} (hU : 0 < U) (q : ℤ) :
    IsStable (quadEnergy E0 a U) mu q ↔ |(q : ℝ) + (a + mu) / U| ≤ 1 / 2 := by
  -- measure the linear term in units of U
  obtain ⟨x, hx⟩ : ∃ x, x = (a + mu) / U := ⟨_, rfl⟩
  have hax : a + mu = x * U := (div_eq_iff hU.ne').mp hx.symm
  -- the energy difference factors in the charge difference
  have key : ∀ p : ℤ, grandEnergy (quadEnergy E0 a U) mu p
      - grandEnergy (quadEnergy E0 a U) mu q
      = U / 2 * (((p : ℝ) - q) * (((p : ℝ) - q) + 2 * ((q : ℝ) + x))) := by
    intro p
    unfold grandEnergy quadEnergy
    linear_combination ((p : ℝ) - q) * hax
  rw [← hx, abs_le]
  constructor
  · -- compare with the two neighbouring charges
    intro h
    have h1 := key (q + 1)
    have h2 := key (q - 1)
    have h3 := h (q + 1)
    have h4 := h (q - 1)
    push_cast at h1 h2
    constructor
    · by_contra hc
      have hneg : 0 < -(1 / 2) - ((q : ℝ) + x) := by linarith
      have := mul_pos hU hneg
      linarith
    · by_contra hc
      have hneg : 0 < ((q : ℝ) + x) - 1 / 2 := by linarith
      have := mul_pos hU hneg
      linarith
  · -- the charge difference is an integer: negative, zero or positive
    rintro ⟨hl, hr⟩ p
    have hprod : 0 ≤ ((p : ℝ) - q) * (((p : ℝ) - q) + 2 * ((q : ℝ) + x)) := by
      rcases lt_trichotomy p q with hlt | heq | hgt
      · have h1 : (p : ℝ) + 1 ≤ q := by exact_mod_cast hlt
        exact mul_nonneg_of_nonpos_of_nonpos (by linarith) (by linarith)
      · subst heq
        simp
      · have h1 : (q : ℝ) + 1 ≤ p := by exact_mod_cast hgt
        exact mul_nonneg (by linarith) (by linarith)
    have h2 := mul_nonneg (half_pos hU).le hprod
    linarith [key p]
```

## The stability window on the Fermi-level axis

The same condition can be read as an interval for $\mu$. Multiplying $-\tfrac12 \le q + (a+\mu)/U \le \tfrac12$ by $U>0$ and solving for $\mu$ gives

$$-a - U\left(q+\tfrac12\right) \;\le\; \mu \;\le\; -a - U\left(q-\tfrac12\right) .$$

The lower end is $E_q - E_{q+1} = \epsilon(q+1,q)$, and the upper end is $E_{q-1} - E_q = \epsilon(q,q-1)$. Charge $q$ is therefore stable precisely between its two adjacent transition levels, in a closed window of width $U$. In the Lean proof `hl` computes the lower end explicitly, and the upper end follows from it through the spacing `hs`.

This is the familiar picture of a formation-energy diagram, in which the lower envelope of the lines $G_\mu(q)$ changes slope at the levels where one stable charge gives way to another; for the quadratic model with $U>0$, every integer charge appears on that envelope when $\mu$ runs over all real numbers. A diagram restricted to a band gap shows only the charges whose windows overlap the gap.

```lean
/-- In the quadratic model with `U > 0`, charge `q` is stable exactly when the Fermi level
lies between the transition levels to `q + 1` and to `q - 1`. -/
theorem isStable_iff_between_levels (E0 a mu : ℝ) {U : ℝ} (hU : 0 < U) (q : ℤ) :
    IsStable (quadEnergy E0 a U) mu q ↔
      level (quadEnergy E0 a U) (q + 1) q ≤ mu ∧
        mu ≤ level (quadEnergy E0 a U) q (q - 1) := by
  have hs := quad_level_spacing E0 a U q
  have hl : level (quadEnergy E0 a U) (q + 1) q = -(a + U * ((q : ℝ) + 1 / 2)) := by
    rw [level_succ]
    unfold quadEnergy
    push_cast
    ring
  have hy : (q : ℝ) + (a + mu) / U = (a + mu + U * q) / U := by
    field_simp
    ring
  rw [isStable_iff E0 a mu hU, hy, abs_le, le_div_iff₀ hU, div_le_iff₀ hU]
  constructor <;> rintro ⟨h1, h2⟩ <;> constructor <;> linarith
```

The windows of $q$ and $q+1$ meet at one point. Stability of $q$ requires $\mu \ge \epsilon(q+1,q)$, and stability of $q+1$ requires $\mu \le \epsilon(q+1,q)$, so if both are stable, $\mu$ equals that level. Conversely, at $\mu = \epsilon(q+1,q)$ two of the four window inequalities hold with equality, and the other two hold because each window has width $U > 0$. The Lean proof uses the spacing at $q$ and at $q+1$ for these last two.

This says more than degeneracy. Equal grand energies of two states do not by themselves exclude a third state lying lower; here the two neighbours are both lowest.

```lean
/-- In the quadratic model with `U > 0`, charges `q` and `q + 1` are both stable exactly when
the Fermi level is at their transition level. -/
theorem coexistence_iff (E0 a mu : ℝ) {U : ℝ} (hU : 0 < U) (q : ℤ) :
    (IsStable (quadEnergy E0 a U) mu q ∧ IsStable (quadEnergy E0 a U) mu (q + 1)) ↔
      mu = level (quadEnergy E0 a U) (q + 1) q := by
  have hs := quad_level_spacing E0 a U q
  have hs' := quad_level_spacing E0 a U (q + 1)
  rw [isStable_iff_between_levels E0 a mu hU q,
    isStable_iff_between_levels E0 a mu hU (q + 1)]
  rw [add_sub_cancel_right] at hs' ⊢
  constructor
  · rintro ⟨⟨h1, _⟩, _, h4⟩
    exact le_antisymm h4 h1
  · intro h
    refine ⟨⟨?_, ?_⟩, ?_, ?_⟩ <;> linarith
```

A stable charge exists at every Fermi level, and it can be written down. The condition $|q + (a+\mu)/U| \le \tfrac12$ says that $q$ is an integer nearest to $-(a+\mu)/U$, the charge that would minimize $G_\mu$ if charge were continuous. Rounding changes a real number by at most $\tfrac12$, which is the Mathlib lemma `abs_sub_round`, and the criterion then gives stability. When the continuous minimizer lies exactly halfway between two integers, both are stable and `round` returns one of them.

```lean
/-- In the quadratic model with `U > 0`, rounding `-(a + mu) / U` to an integer gives
a stable charge. -/
theorem isStable_round (E0 a mu : ℝ) {U : ℝ} (hU : 0 < U) :
    IsStable (quadEnergy E0 a U) mu (round (-((a + mu) / U))) := by
  rw [isStable_iff E0 a mu hU]
  have h := abs_le.mp (abs_sub_round (-((a + mu) / U)))
  rw [abs_le]
  constructor <;> linarith [h.1, h.2]
```

## Negative U

Return to arbitrary energies, and suppose that the second difference at $q$ is negative:

$$E_{q+1} + E_{q-1} - 2E_q < 0 .$$

Physically, two defects in charge state $q$ can then lower their total energy by exchanging an electron and becoming one $q+1$ and one $q-1$, as happens when lattice relaxation outweighs the repulsion. If $q$ were stable at some $\mu$, then $G_\mu(q) \le G_\mu(q+1)$ and $G_\mu(q) \le G_\mu(q-1)$. Adding the two inequalities gives

$$2E_q + 2q\mu \;\le\; E_{q+1} + E_{q-1} + (q+1)\mu + (q-1)\mu .$$

The terms in $\mu$ are $2q\mu$ on both sides and cancel, which contradicts the assumption. So $q$ is stable at no Fermi level. In Lean, `h1` and `h2` are the two neighbour inequalities, and `linarith` adds them.

The argument looks only at $q-1$, $q$ and $q+1$, so it applies equally to a short list of computed charge states that contains all three. The quadratic form with $U<0$ is an extreme case: its second difference is negative at every $q$, and no charge is stable at all, because the energy falls without bound as $|q|$ grows. A negative-U defect in a material is better described by energies with a negative second difference only at particular charges.

```lean
/-- For any charge-state energies, a negative second difference at `q` means that
charge `q` is not stable at any Fermi level. -/
theorem not_isStable_of_negative_U (E : ℤ → ℝ) (q : ℤ)
    (hneg : E (q + 1) + E (q - 1) - 2 * E q < 0) (mu : ℝ) : ¬ IsStable E mu q := by
  intro h
  have h1 := h (q + 1)
  have h2 := h (q - 1)
  unfold grandEnergy at h1 h2
  push_cast at h1 h2
  -- the Fermi-level terms of the two neighbours cancel
  linarith

end

end DefectTransitionLevels
```

```lean
#print axioms DefectTransitionLevels.quad_level_spacing
#print axioms DefectTransitionLevels.coexistence_iff
#print axioms DefectTransitionLevels.isStable_round
#print axioms DefectTransitionLevels.not_isStable_of_negative_U
```

```
'DefectTransitionLevels.quad_level_spacing' depends on axioms: [propext, Classical.choice, Quot.sound]
'DefectTransitionLevels.coexistence_iff' depends on axioms: [propext, Classical.choice, Quot.sound]
'DefectTransitionLevels.isStable_round' depends on axioms: [propext, Classical.choice, Quot.sound]
'DefectTransitionLevels.not_isStable_of_negative_U' depends on axioms: [propext, Classical.choice, Quot.sound]
```
